# Eigenvalues of the response matrix always pair as $w \leftrightarrow -\bar w$, while the partner $-w$ can be missing when $A$ is not Hermitian

Let $A$ and $B$ be complex $N\times N$ matrices, let a bar denote entrywise complex conjugation without transposition, let $\mathrm{i}$ be the imaginary unit, and set $M(A,B)=\begin{pmatrix}A & B\\ -\bar B & -\bar A\end{pmatrix}$. A complex number $w$ is an eigenvalue of $M$ if $Mv = wv$ for some column $v=(X,Y)\neq 0$ with $X,Y\in\mathbb C^N$, and the partner of $v$ is the vector $Pv=(\bar Y,\bar X)$.

In Lean 4 with Mathlib:

```lean
import Mathlib

open Matrix Complex ComplexConjugate

namespace PairedResponseSpectrum

variable {n : Type*} [Fintype n] [DecidableEq n]

/-- The response matrix `[[A, B], [-conj B, -conj A]]` built from complex square blocks
`A` and `B`. -/
def responseMatrix (A B : Matrix n n ℂ) : Matrix (n ⊕ n) (n ⊕ n) ℂ :=
  fromBlocks A B (-B.map conj) (-A.map conj)

/-- `w` is an eigenvalue of `M`: there is a nonzero vector `v` with `M v = w v`. -/
def IsEigenvalue {m : Type*} [Fintype m] (M : Matrix m m ℂ) (w : ℂ) : Prop :=
  ∃ v : m → ℂ, v ≠ 0 ∧ M *ᵥ v = w • v

/-- The partner of the amplitude vector `(X, Y)` is `(conj Y, conj X)`. -/
def partner (v : n ⊕ n → ℂ) : n ⊕ n → ℂ :=
  Sum.elim (fun i => conj (v (Sum.inr i))) (fun i => conj (v (Sum.inl i)))

omit [DecidableEq n] in
/-- For arbitrary blocks, the response matrix anticommutes with the partner map. -/
theorem mulVec_partner (A B : Matrix n n ℂ) (v : n ⊕ n → ℂ) :
    responseMatrix A B *ᵥ partner v = -partner (responseMatrix A B *ᵥ v) := by
  ext i
  rcases i with i | i <;>
    simp [responseMatrix, partner, mulVec, dotProduct, Fintype.sum_sum_type, map_sum,
      Finset.sum_neg_distrib]

omit [DecidableEq n] in
/-- For arbitrary complex square `A` and `B`, every eigenvalue `w` of the response matrix
has the partner eigenvalue `-conj w`. -/
theorem eigenvalue_neg_conj (A B : Matrix n n ℂ) {w : ℂ}
    (h : IsEigenvalue (responseMatrix A B) w) :
    IsEigenvalue (responseMatrix A B) (-conj w) := by
  obtain ⟨v, hv, h⟩ := h
  refine ⟨partner v, ?_, ?_⟩
  · -- the partner of a nonzero vector is nonzero
    intro h0
    apply hv
    ext i
    rcases i with i | i
    · have h1 := congrFun h0 (Sum.inr i)
      simpa [partner] using h1
    · have h1 := congrFun h0 (Sum.inl i)
      simpa [partner] using h1
  · -- the partner map is antilinear
    rw [mulVec_partner, h]
    ext i
    rcases i with i | i <;> simp [partner]

/-- `w` is an eigenvalue of `M` exactly when the secular determinant `det (M - w)`
vanishes. -/
theorem isEigenvalue_iff_det {m : Type*} [Fintype m] [DecidableEq m]
    (M : Matrix m m ℂ) (w : ℂ) :
    IsEigenvalue M w ↔ (M - w • (1 : Matrix m m ℂ)).det = 0 := by
  have h1 : ∀ v : m → ℂ, (w • (1 : Matrix m m ℂ)) *ᵥ v = w • v := by
    intro v
    ext i
    simp [mulVec, dotProduct, Matrix.one_apply]
  rw [← Matrix.exists_mulVec_eq_zero_iff]
  simp only [IsEigenvalue, Matrix.sub_mulVec, h1, sub_eq_zero]

/-- If `A` is Hermitian and `B` is symmetric, every eigenvalue `w` of the response matrix
has the partner eigenvalue `-w`. -/
theorem eigenvalue_neg_of_hermitian {A B : Matrix n n ℂ} (hA : A.IsHermitian) (hB : B.IsSymm)
    {w : ℂ} (h : IsEigenvalue (responseMatrix A B) w) :
    IsEigenvalue (responseMatrix A B) (-w) := by
  have hA' : ∀ i j, conj (A i j) = A j i := fun i j => hA.apply j i
  have hT : (responseMatrix A B)ᵀ = fromBlocks (A.map conj) (-B.map conj) B (-A) := by
    ext i j
    rcases i with i | i <;> rcases j with j | j <;>
      simp [responseMatrix, hA', hB.apply i j]
  -- the transpose has the same secular determinant
  have ht : IsEigenvalue (responseMatrix A B)ᵀ w := by
    rw [isEigenvalue_iff_det] at h ⊢
    rw [← Matrix.det_transpose, Matrix.transpose_sub, Matrix.transpose_smul,
      Matrix.transpose_one] at h
    exact h
  obtain ⟨u, hu, he⟩ := ht
  rw [hT] at he
  -- from the eigenvector `(x, y)` of the transpose build `(y, -x)`
  refine ⟨Sum.elim (fun i => u (Sum.inr i)) (fun i => -u (Sum.inl i)), ?_, ?_⟩
  · intro h0
    apply hu
    ext i
    rcases i with i | i
    · have h1 := congrFun h0 (Sum.inr i)
      simpa using h1
    · have h1 := congrFun h0 (Sum.inl i)
      simpa using h1
  · ext i
    rcases i with i | i
    · have h1 := congrFun he (Sum.inr i)
      simp only [responseMatrix, mulVec, dotProduct, Fintype.sum_sum_type, fromBlocks_apply₁₁,
        fromBlocks_apply₁₂, fromBlocks_apply₂₁, fromBlocks_apply₂₂, Sum.elim_inl, Sum.elim_inr,
        Matrix.neg_apply, Pi.smul_apply, smul_eq_mul, neg_mul, mul_neg,
        Finset.sum_neg_distrib] at h1 ⊢
      linear_combination -h1
    · have h1 := congrFun he (Sum.inl i)
      simp only [responseMatrix, mulVec, dotProduct, Fintype.sum_sum_type, fromBlocks_apply₁₁,
        fromBlocks_apply₁₂, fromBlocks_apply₂₁, fromBlocks_apply₂₂, Sum.elim_inl, Sum.elim_inr,
        Matrix.neg_apply, Pi.smul_apply, smul_eq_mul, neg_mul, mul_neg, neg_neg,
        Finset.sum_neg_distrib] at h1 ⊢
      linear_combination h1

/-- Adding a uniform imaginary term `iγ` (real `γ`) to `A` shifts the spectrum of the response
matrix rigidly: `w` is an eigenvalue after the change iff `w - iγ` was one before. -/
theorem isEigenvalue_shift (A B : Matrix n n ℂ) (γ : ℝ) (w : ℂ) :
    IsEigenvalue (responseMatrix (A + (γ * I) • (1 : Matrix n n ℂ)) B) w ↔
      IsEigenvalue (responseMatrix A B) (w - γ * I) := by
  -- both diagonal blocks move by the same `iγ`, since `-conj (iγ) = iγ`
  have hM : responseMatrix (A + (γ * I) • (1 : Matrix n n ℂ)) B =
      responseMatrix A B + (γ * I) • (1 : Matrix (n ⊕ n) (n ⊕ n) ℂ) := by
    ext i j
    rcases i with i | i <;> rcases j with j | j <;> by_cases h : i = j <;>
      simp [responseMatrix, h]
    ring
  have hS : responseMatrix A B + (γ * I) • (1 : Matrix (n ⊕ n) (n ⊕ n) ℂ) - w • 1 =
      responseMatrix A B - (w - γ * I) • 1 := by
    rw [sub_smul]
    abel
  rw [isEigenvalue_iff_det, isEigenvalue_iff_det, hM, hS]

/-- For Hermitian `A`, symmetric `B` and a uniform imaginary term `iγ` added to `A`, every
eigenvalue `w` of the response matrix has the partner eigenvalue `2iγ - w`. -/
theorem eigenvalue_reflect_shift {A B : Matrix n n ℂ} (hA : A.IsHermitian) (hB : B.IsSymm)
    (γ : ℝ) {w : ℂ}
    (h : IsEigenvalue (responseMatrix (A + (γ * I) • (1 : Matrix n n ℂ)) B) w) :
    IsEigenvalue (responseMatrix (A + (γ * I) • (1 : Matrix n n ℂ)) B) (2 * (γ * I) - w) := by
  rw [isEigenvalue_shift] at h ⊢
  have e : 2 * (γ * I) - w - γ * I = -(w - γ * I) := by ring
  rw [e]
  exact eigenvalue_neg_of_hermitian hA hB h

/-- For `A = iγ` times the identity (real `γ`) and `B = 0`, in any nonzero dimension, `iγ` is
the only eigenvalue of the response matrix. -/
theorem isEigenvalue_imaginary_iff [Nonempty n] (γ : ℝ) (w : ℂ) :
    IsEigenvalue (responseMatrix ((γ * I) • (1 : Matrix n n ℂ)) 0) w ↔ w = γ * I := by
  have hs := isEigenvalue_shift (0 : Matrix n n ℂ) 0 γ w
  have h0 : responseMatrix (0 : Matrix n n ℂ) 0 = 0 := by
    ext i j
    rcases i with i | i <;> rcases j with j | j <;> simp [responseMatrix]
  rw [zero_add, h0] at hs
  rw [hs]
  constructor
  · rintro ⟨v, hv, h⟩
    rw [Matrix.zero_mulVec] at h
    exact sub_eq_zero.mp ((smul_eq_zero.mp h.symm).resolve_right hv)
  · intro h
    refine ⟨fun _ => 1, ?_, by simp [h]⟩
    intro h1
    have h2 := congrFun h1 (Sum.inl (Classical.arbitrary n))
    simp at h2

/-- For the `1 × 1` blocks `A = i`, `B = 0` the only eigenvalue of the response matrix is `i`,
and `-i` is not an eigenvalue. -/
theorem neg_partner_missing :
    (∀ w : ℂ, IsEigenvalue (responseMatrix !![I] 0) w ↔ w = I) ∧
      ¬ IsEigenvalue (responseMatrix !![I] 0) (-I) := by
  have hA : (!![I] : Matrix (Fin 1) (Fin 1) ℂ) =
      (((1 : ℝ) : ℂ) * I) • (1 : Matrix (Fin 1) (Fin 1) ℂ) := by
    ext i j
    fin_cases i
    fin_cases j
    simp
  have key : ∀ w : ℂ, IsEigenvalue (responseMatrix !![I] 0) w ↔ w = I := by
    intro w
    rw [hA, isEigenvalue_imaginary_iff]
    simp
  refine ⟨key, ?_⟩
  rw [key]
  intro h
  have h1 := congrArg Complex.im h
  norm_num at h1

end PairedResponseSpectrum
```

```lean
#print axioms PairedResponseSpectrum.eigenvalue_neg_conj
-- 'PairedResponseSpectrum.eigenvalue_neg_conj' depends on axioms: [propext, Classical.choice, Quot.sound]
#print axioms PairedResponseSpectrum.eigenvalue_neg_of_hermitian
-- 'PairedResponseSpectrum.eigenvalue_neg_of_hermitian' depends on axioms: [propext, Classical.choice, Quot.sound]
#print axioms PairedResponseSpectrum.eigenvalue_reflect_shift
-- 'PairedResponseSpectrum.eigenvalue_reflect_shift' depends on axioms: [propext, Classical.choice, Quot.sound]
#print axioms PairedResponseSpectrum.neg_partner_missing
-- 'PairedResponseSpectrum.neg_partner_missing' depends on axioms: [propext, Classical.choice, Quot.sound]
```

## The definitions and the equation of motion behind them

The finite type `n` labels the excitation amplitudes, for instance occupied–virtual orbital pairs, and $N$ is its number of elements. The letters $i,j$ run over `n`, while the imaginary unit is `I` in the code. Vectors live on `n ⊕ n`, with $X_i$ stored at `Sum.inl i` and $Y_i$ at `Sum.inr i`. The definition `responseMatrix A B` assembles $M(A,B)$ with `fromBlocks`, where `A.map conj` is $\bar A$. The predicate `IsEigenvalue M w` asks for a nonzero right eigenvector and imposes no normalisation, and `partner v` is $Pv$.

The block form comes from a linear equation that couples a complex amplitude vector $z(t)\in\mathbb C^N$ to its conjugate. With $\hbar=1$,

$$\mathrm{i}\,\dot z = A z + B\bar z .$$

Conjugating this equation and changing the overall sign gives $\mathrm{i}\,\dot{\bar z} = -\bar B z-\bar A\bar z$, so the stacked vector $(z,\bar z)$ obeys $\mathrm{i}\,\dot v = Mv$. A mode $v\,e^{-\mathrm{i}wt}$ oscillates at frequency $\operatorname{Re} w$ and its amplitude varies as $e^{(\operatorname{Im} w)t}$. The file contains no time variable, and this equation serves only to interpret $w$.

With Hermitian $A$ and symmetric $B$ this is the eigenvalue problem of the random-phase approximation, of linear-response TDDFT and of the Bethe–Salpeter equation, in a finite basis and with a frequency-independent kernel. Hermiticity of $A$, the hypothesis `A.IsHermitian`, and symmetry of $B$, the hypothesis `B.IsSymm` (plain transpose, $B_{ij}=B_{ji}$), are the properties that the blocks have when the dynamics derives from a real quadratic energy. The file assumes them where needed and does not derive them from a Hamiltonian.

The real constant $\gamma$ enters through $A\to A+\mathrm{i}\gamma\,\mathbb 1$, with $\mathbb 1$ the unit matrix. It is a phenomenological rate shared by all amplitudes. In the convention $e^{-\mathrm{i}wt}$ it describes loss for $\gamma<0$ and gain for $\gamma>0$, and the roles swap in the convention $e^{+\mathrm{i}wt}$. The theorems allow either sign.

## What the theorems state

- `mulVec_partner`: for all $A$, $B$ and $v$, $M\,Pv=-P(Mv)$.
- `eigenvalue_neg_conj`: for all $A$ and $B$, if $w$ is an eigenvalue of $M(A,B)$ then so is $-\bar w$.
- `isEigenvalue_iff_det`: for any complex square matrix $M$, $w$ is an eigenvalue exactly when $\det(M-w\mathbb 1)=0$.
- `eigenvalue_neg_of_hermitian`: if $A$ is Hermitian and $B$ is symmetric, and $w$ is an eigenvalue, then so is $-w$.
- `isEigenvalue_shift`: for all $A$, $B$ and real $\gamma$, $w$ is an eigenvalue of $M(A+\mathrm{i}\gamma\mathbb 1,B)$ exactly when $w-\mathrm{i}\gamma$ is an eigenvalue of $M(A,B)$.
- `eigenvalue_reflect_shift`: if $A$ is Hermitian and $B$ is symmetric, every eigenvalue $w$ of $M(A+\mathrm{i}\gamma\mathbb 1,B)$ is accompanied by $2\mathrm{i}\gamma-w$.
- `isEigenvalue_imaginary_iff`: for $N\ge1$, $w$ is an eigenvalue of $M(\mathrm{i}\gamma\mathbb 1,0)$ exactly when $w=\mathrm{i}\gamma$.
- `neg_partner_missing`: for the $1\times1$ blocks $A=\mathrm{i}$, $B=0$, the only eigenvalue is $\mathrm{i}$, and $-\mathrm{i}$ is not an eigenvalue.

Apart from `mulVec_partner`, which is an identity between vectors, these results concern the spectrum as a set of numbers. They say nothing about multiplicities, diagonalisability, the normalisation $X^\dagger X-Y^\dagger Y=\pm1$, transition strengths, or conditions under which the eigenvalues are real. The partner may coincide with $w$ itself, as $-\bar w$ does for every purely imaginary $w$. Damping that differs from one amplitude to another is covered by `eigenvalue_neg_conj`. The theorem `isEigenvalue_shift` allows such an $A$ but describes only the effect of an additional uniform term, and `eigenvalue_reflect_shift` does not apply to it. The counter-example shows that the pairing $w\leftrightarrow -w$ can fail without Hermitian $A$, and since $B=0$ is symmetric it violates that one hypothesis only. No theorem says that the pairing fails for every non-Hermitian $A$.

## The pairing $w\leftrightarrow-\bar w$ for arbitrary blocks

Acting on the partner gives

$$M\,Pv=\begin{pmatrix}A\bar Y+B\bar X\\ -\bar B\bar Y-\bar A\bar X\end{pmatrix}.$$

In the other order, $Mv=(AX+BY,\,-\bar BX-\bar AY)$, and swapping and conjugating the two halves gives

$$P(Mv)=\begin{pmatrix}-B\bar X-A\bar Y\\ \bar A\bar X+\bar B\bar Y\end{pmatrix}=-M\,Pv .$$

Only the block pattern, the rule that conjugation passes through sums, signs and products, and the fact that conjugating twice returns the original entry ($\overline{\bar A}=A$, $\overline{\bar B}=B$) were used. In `mulVec_partner` the case split on `i` separates the upper from the lower component, `Fintype.sum_sum_type` splits each row sum into its $X$ part and its $Y$ part, and `map_sum` moves the conjugation inside the sums.

The map $P$ is antilinear, $P(cv)=\bar c\,Pv$ for complex $c$. If $Mv=wv$, then

$$M\,Pv=-P(wv)=-\bar w\,Pv .$$

If $Pv=0$ then $\bar Y=0$ and $\bar X=0$, hence $v=0$, so the partner of an eigenvector is nonzero. The theorem `eigenvalue_neg_conj` supplies `partner v` as the witness. Its first branch reads $X_i=0$ off the `Sum.inr i` component of $Pv=0$ and $Y_i=0$ off the `Sum.inl i` component. Its second branch is the displayed line, `rw [mulVec_partner, h]` followed by a componentwise check of antilinearity.

The map $w\mapsto-\bar w$ is reflection in the imaginary axis. It reverses the frequency and keeps the decay rate. In terms of the equation of motion, a vector of the form $(z,\bar z)$ is fixed by $P$, and the mode $v\,e^{-\mathrm{i}wt}$ acquires this form when its partner $Pv\,e^{+\mathrm{i}\bar wt}$ is added to it.

## The pairing $w\leftrightarrow -w$ from the transpose

A square matrix has a nonzero null vector exactly when its determinant vanishes. Applied to $M-w\mathbb 1$, this is `isEigenvalue_iff_det`, which combines `Matrix.exists_mulVec_eq_zero_iff` with the identity `h1`, $(w\mathbb 1)v=wv$. Because $\det(M^{\mathsf T}-w\mathbb 1)=\det(M-w\mathbb 1)$, a matrix and its transpose have the same eigenvalues.

Transposing $M$ transposes each block and exchanges the off-diagonal ones. Hermiticity gives $A^{\mathsf T}=\bar A$ and $\bar A^{\mathsf T}=A$, and symmetry gives $B^{\mathsf T}=B$ and $\bar B^{\mathsf T}=\bar B$, so

$$M^{\mathsf T}=\begin{pmatrix}A^{\mathsf T}&-\bar B^{\mathsf T}\\ B^{\mathsf T}&-\bar A^{\mathsf T}\end{pmatrix}=\begin{pmatrix}\bar A&-\bar B\\ B&-A\end{pmatrix}.$$

If $w$ is an eigenvalue of $M$, there is a nonzero $(x,y)$ with $x,y\in\mathbb C^N$ and

$$\bar A x-\bar B y=wx,\qquad Bx-Ay=wy .$$

Now apply $M$ to $(y,-x)$:

$$M\begin{pmatrix}y\\-x\end{pmatrix}=\begin{pmatrix}Ay-Bx\\ -\bar By+\bar Ax\end{pmatrix}=\begin{pmatrix}-wy\\ wx\end{pmatrix}=-w\begin{pmatrix}y\\-x\end{pmatrix}.$$

In `eigenvalue_neg_of_hermitian`, `hT` is the formula for $M^{\mathsf T}$, using `hA'` for $\overline{A_{ij}}=A_{ji}$. The step `ht` carries the eigenvalue over to the transpose through `Matrix.det_transpose`, and `u` is the vector $(x,y)$. The upper component of the last display is minus the second equation, which is why that branch takes the `Sum.inr i` row of `he` and closes with `linear_combination -h1`. The lower component is the first equation as it stands, closed by `linear_combination h1`.

This partner is built from a left eigenvector of $M$, whereas the partner for $-\bar w$ is built from the right eigenvector. For real $w$ the two partner eigenvalues are the same number. For complex $w$ with Hermitian $A$ and symmetric $B$, applying the two theorems in turn places $w$, $-w$, $\bar w$ and $-\bar w$ in the spectrum.

## A uniform imaginary term shifts the whole spectrum

For real $\gamma$, $-\overline{\mathrm{i}\gamma}=\mathrm{i}\gamma$. The lower diagonal block therefore becomes $-\bar A+\mathrm{i}\gamma\mathbb 1$, and both diagonal blocks move in the same direction:

$$M(A+\mathrm{i}\gamma\mathbb 1,B)=M(A,B)+\mathrm{i}\gamma\mathbb 1 .$$

This is `hM` in `isEigenvalue_shift`, checked entry by entry over the four blocks. A real term added to $A$ would move the two blocks oppositely. The identity `hS` regroups $M+\mathrm{i}\gamma\mathbb 1-w\mathbb 1=M-(w-\mathrm{i}\gamma)\mathbb 1$, so the two secular determinants are determinants of one matrix and vanish together.

Take now Hermitian $A$, symmetric $B$ and an eigenvalue $w$ of the shifted matrix. Then $w-\mathrm{i}\gamma$ is an eigenvalue of $M(A,B)$, so $-(w-\mathrm{i}\gamma)$ is one too, and shifting back gives $-(w-\mathrm{i}\gamma)+\mathrm{i}\gamma=2\mathrm{i}\gamma-w$. In `eigenvalue_reflect_shift` the shift theorem is applied to both hypothesis and goal, and `e` is this arithmetic. The point reflection of the spectrum survives, with its centre moved from $0$ to $\mathrm{i}\gamma$.

## The case $A=\mathrm{i}\gamma\mathbb 1$, $B=0$

Setting $A=B=0$ in the shift theorem, $w$ is an eigenvalue of $M(\mathrm{i}\gamma\mathbb 1,0)$ exactly when $w-\mathrm{i}\gamma$ is an eigenvalue of $M(0,0)=0$. If $0=(w-\mathrm{i}\gamma)v$ with $v\ne0$, then $w=\mathrm{i}\gamma$, which is the use of `smul_eq_zero` in `isEigenvalue_imaginary_iff`. Conversely, for $w=\mathrm{i}\gamma$ any nonzero vector is an eigenvector. The code takes `fun _ => 1`, the vector of all ones, whose entries are $1/\sqrt{2N}$ after scaling to unit Euclidean length. The hypothesis `[Nonempty n]` makes this vector nonzero. For $N=0$ there is no nonzero vector and no eigenvalue, the empty determinant equals $1$, and the pairing theorems hold with nothing to apply to.

For $N=1$ and $\gamma=1$,

$$M=\begin{pmatrix}\mathrm{i}&0\\0&-\overline{\mathrm{i}}\end{pmatrix}=\begin{pmatrix}\mathrm{i}&0\\0&\mathrm{i}\end{pmatrix}.$$

The theorem `neg_partner_missing` writes `!![I]` as $1\cdot\mathrm{i}$ times the unit matrix in `hA`, obtains `key` from the previous theorem, and excludes $-\mathrm{i}=\mathrm{i}$ by comparing imaginary parts. The remaining pairings are intact, since $-\bar w=\mathrm{i}$ and $2\mathrm{i}\gamma-w=\mathrm{i}$ both return $w$. In the convention $e^{-\mathrm{i}wt}$ this mode grows. The damped version is `isEigenvalue_imaginary_iff` at $\gamma=-1$, where $-\mathrm{i}$ is the only eigenvalue, so that the growing partner $+\mathrm{i}$ is absent. At $\gamma=0$ the eigenvalue $0$ is its own negative and nothing is missing.

## One amplitude, with numbers

The closed formula and the numbers below illustrate the theorems and are not themselves statements of the file. For $N=1$ write $A=\alpha+\mathrm{i}\gamma$ with real $\alpha$, and $B=b$ with complex $b$. Then

$$\det(M-w\mathbb 1)=(\alpha+\mathrm{i}\gamma-w)(-\alpha+\mathrm{i}\gamma-w)+|b|^2=(w-\mathrm{i}\gamma)^2-\alpha^2+|b|^2,$$

so $w=\mathrm{i}\gamma\pm\sqrt{\alpha^2-|b|^2}$. The two roots sum to $2\mathrm{i}\gamma$, and they are negatives of each other only at $\gamma=0$. The counter-example is $\alpha=b=0$, $\gamma=1$.

Take $\alpha=5$, $b=3$. At $\gamma=0$ the matrix is $\begin{pmatrix}5&3\\-3&-5\end{pmatrix}$ with eigenvalues $\pm4$. The vector $v=(3,-1)$ gives $Mv=(12,-4)=4v$, and its partner $Pv=(-1,3)$ gives $M\,Pv=(4,-12)=-4\,Pv$. Dividing by $\sqrt8$ normalises them to $|X|^2-|Y|^2=+1$ and $-1$. At $\gamma=-1$ the eigenvectors are unchanged and the eigenvalues are $\pm4-\mathrm{i}$. For $w=4-\mathrm{i}$ both $-\bar w$ and $2\mathrm{i}\gamma-w$ equal $-4-\mathrm{i}$, while $-w=-4+\mathrm{i}$ is not a root.

Take instead $\alpha=3$, $b=5$, where $|b|>|\alpha|$ and the roots at $\gamma=0$ are $\pm4\mathrm{i}$. Each root is its own partner under $w\mapsto-\bar w$, so here the two pairings carry different information. For $w=4\mathrm{i}$ the transpose $\begin{pmatrix}3&-5\\5&-3\end{pmatrix}$ has the eigenvector $(x,y)=(5,\,3-4\mathrm{i})$. The vector $(y,-x)=(3-4\mathrm{i},\,-5)$ is mapped by $M=\begin{pmatrix}3&5\\-5&-3\end{pmatrix}$ to $(-16-12\mathrm{i},\,20\mathrm{i})$, which is $-4\mathrm{i}$ times it. Division by $\sqrt{50}$ gives unit Euclidean length, and $|X|^2-|Y|^2=25-25=0$. At $\gamma=-1$ the roots are $3\mathrm{i}$ and $-5\mathrm{i}$, exchanged by $w\mapsto-2\mathrm{i}-w$ and each fixed by $w\mapsto-\bar w$.

For a finite response matrix with a frequency-independent kernel, half of the spectrum can be generated from the other half as $-w$ when $A$ is Hermitian and $B$ is symmetric. Once a uniform damping term is placed in $A$, the rules established here are $-\bar w$ and $2\mathrm{i}\gamma-w$, and for general complex $A$ and $B$ in this block form the rule established here is $-\bar w$. For $N=1$ every complex $A$ is a real number plus $\mathrm{i}\gamma$ and every $B$ is symmetric, so $2\mathrm{i}\gamma-w$ applies there as well. For larger $N$ a point reflection need not exist: with $N=2$, $A=\operatorname{diag}(1,\,2+\mathrm{i})$ and $B=0$ the eigenvalues are $\pm1$ and $\pm2+\mathrm{i}$, a point reflection preserving these four numbers would have its centre at their mean $\mathrm{i}/2$, and that reflection sends $1$ to $-1+\mathrm{i}$, which is not among them.
